# For $0<|K|<D$, including the simultaneous excitation makes the CEPA(0) energy of two non-interacting two-level dimers non-additive

Q: "Linearised coupled cluster" can mean two things once both dimers may be excited at the same time. Either I project $H-H_{00}$ onto the excited states with a linear wavefunction, or I keep $H+[H,T]$ from the similarity-transformed Hamiltonian. Which one did you formalise?

A: Both, because they disagree. Each dimer here is a two-level system with excitation energy $D$ and coupling $K$ between its levels. The loss of additivity belongs to the projected form. Its equations are those of CEPA(0), the simplest coupled electron pair approximation, extended here to include the simultaneous excitation. In the commutator form the energy of this pair stays additive. The file treats the projected form first.

```lean
import Mathlib

open Matrix
open scoped Kronecker

namespace LinearisedClusterAdditivity

noncomputable section
```

Q: Start with the model, then.

A: Each dimer has a reference state 0 and an excited state 1. The real number $K$ couples them, and $D$ is the excitation energy in the absence of this coupling:
$$h=\begin{pmatrix}0&K\\K&D\end{pmatrix}.$$

```lean
/-- The two-level dimer Hamiltonian with coupling `K` and excitation energy `D`. -/
def dimer (K D : ℝ) : Matrix (Fin 2) (Fin 2) ℝ := !![0, K; K, D]
```

The pair has states $(i,j)$, with $i$ for the first dimer and $j$ for the second. Its Hamiltonian is $H=h\otimes 1+1\otimes h$, with no term joining the dimers.

```lean
/-- The Hamiltonian of two identical dimers that do not interact. -/
def pair (K D : ℝ) : Matrix (Fin 2 × Fin 2) (Fin 2 × Fin 2) ℝ :=
  dimer K D ⊗ₖ 1 + 1 ⊗ₖ dimer K D
```

Q: And the excitation spaces?

A: There are two. `singles` contains the states with exactly one dimer excited, and `full` adds $(1,1)$. "Single" counts excited dimers, not electrons. If the excitation of one dimer is a double electron excitation, then $(1,1)$ is a quadruple one. Standard CEPA(0), which stops at doubles, then corresponds to `singles`, and `full` applies the same equations in a larger space.

```lean
/-- The excitations of the pair in which exactly one dimer is excited. -/
abbrev singles : Set (Fin 2 × Fin 2) := {(1, 0), (0, 1)}

/-- All excitations of the pair, including the simultaneous one. -/
abbrev full : Set (Fin 2 × Fin 2) := {(1, 0), (0, 1), (1, 1)}
```

Q: How do the projected equations look as a Lean definition?

A: `IsLinearisedEnergy H r S E` says that some vector $c$ satisfies four conditions. The reference $r$ has $c_r=1$; components outside $r$ and $S$ vanish; $(Hc)_i=H_{rr}c_i$ for every $i$ in $S$; and $(Hc)_r=E$.

```lean
/-- `E` is an energy of the projected linear equations (CEPA(0) form): the reference `r` has
coefficient one in a vector `c`, the other amplitudes live in `S`, `(H - H r r) c` vanishes on `S`,
and `E` is the component of `H c` at `r`. -/
def IsLinearisedEnergy {n : Type*} [Fintype n] (H : Matrix n n ℝ) (r : n) (S : Set n)
    (E : ℝ) : Prop :=
  ∃ c : n → ℝ, (c r = 1 ∧ (∀ i, i ≠ r → i ∉ S → c i = 0) ∧
    ∀ i ∈ S, (H *ᵥ c) i = H r r * c i) ∧ (H *ᵥ c) r = E
```

Q: That vector isn't normalised. Is $E$ still an energy?

A: It is a projected energy, not an expectation value. For a vector of unit norm the same number is $\langle r|H|c\rangle/\langle r|c\rangle$, since rescaling $c$ changes numerator and denominator alike. Apart from any excited states left out of $S$, the approximation lies in the rows of $S$: an eigenvector would satisfy $(Hc)_i=E\,c_i$, whereas here $E$ is replaced by $H_{rr}$.

Q: Let me see the equations for the pair.

A: The reference energy is $H_{00}=0$, so the right-hand sides vanish. Applying $H$ to $c$ gives
$$\begin{aligned}
(Hc)_{00}&=K(c_{10}+c_{01}),\\
(Hc)_{10}&=Kc_{00}+Dc_{10}+Kc_{11},\\
(Hc)_{01}&=Kc_{00}+Dc_{01}+Kc_{11},\\
(Hc)_{11}&=K(c_{10}+c_{01})+2Dc_{11}.
\end{aligned}$$
The next two lemmas record these facts; their proofs expand the Kronecker products and finite sums.

```lean
/-- The reference state of the pair has energy zero. -/
theorem pair_reference (K D : ℝ) : pair K D (0, 0) (0, 0) = 0 := by
  simp [pair, dimer]

/-- The action of the pair Hamiltonian on a state, component by component. -/
theorem pair_mulVec (K D : ℝ) (c : Fin 2 × Fin 2 → ℝ) :
    (pair K D *ᵥ c) (0, 0) = K * c (1, 0) + K * c (0, 1) ∧
    (pair K D *ᵥ c) (1, 0) = K * c (0, 0) + D * c (1, 0) + K * c (1, 1) ∧
    (pair K D *ᵥ c) (0, 1) = K * c (0, 0) + D * c (0, 1) + K * c (1, 1) ∧
    (pair K D *ᵥ c) (1, 1) = K * c (1, 0) + K * c (0, 1) + 2 * D * c (1, 1) := by
  refine ⟨?_, ?_, ?_, ?_⟩ <;>
    simp [pair, dimer, Matrix.mulVec, dotProduct, Fintype.sum_prod_type,
      Fin.sum_univ_two, Matrix.one_apply] <;> ring
```

Q: What does one dimer give?

A: With $c=(1,t)$, the excited row reads $K+Dt=0$. Hence $t=-K/D$ and $E=Kt=-K^2/D$, provided $D\neq0$.

The theorem is an equivalence. From left to right, any solution has this energy: the proof multiplies the excited row by $K$. From right to left, the vector $(1,-K/D)$ is supplied and checked.

```lean
/-- The linearised energy of one dimer is `-K²/D`. -/
theorem dimer_energy {K D : ℝ} (hD : D ≠ 0) (E : ℝ) :
    IsLinearisedEnergy (dimer K D) 0 {1} E ↔ E = -K ^ 2 / D := by
  have e (c : Fin 2 → ℝ) : (dimer K D *ᵥ c) 0 = K * c 1 ∧
      (dimer K D *ᵥ c) 1 = K * c 0 + D * c 1 := by
    constructor <;> simp [dimer, Matrix.mulVec, dotProduct, Fin.sum_univ_two]
  have r0 : dimer K D 0 0 = 0 := by simp [dimer]
  constructor
  · rintro ⟨c, ⟨h0, -, h⟩, rfl⟩
    have h1 := h 1 (by simp)
    rw [(e c).2, r0, h0] at h1
    rw [(e c).1, eq_div_iff hD]
    linear_combination K * h1
  · rintro rfl
    have hw := mul_inv_cancel₀ hD
    obtain ⟨t, ht⟩ : ∃ t, t = -K * D⁻¹ := ⟨_, rfl⟩
    refine ⟨![1, t], ⟨rfl, ?_, ?_⟩, ?_⟩
    · intro i h0 h1
      fin_cases i <;> simp at h0 h1
    · intro i hi
      rw [Set.mem_singleton_iff] at hi
      subst hi
      rw [(e _).2, r0]
      change K * 1 + D * t = 0 * t
      rw [ht]
      linear_combination (-K) * hw
    · rw [(e _).1]
      change K * t = _
      rw [ht]
      ring
```

Q: So the "iff" also excludes the possibility that the equations have no solution. Is the pair additive before $(1,1)$ enters?

A: Yes, for $D\neq0$. With `singles`, the condition outside $S$ forces $c_{11}=0$. The two remaining rows are $K+Dc_{10}=0$ and $K+Dc_{01}=0$, two copies of the dimer equation, so
$$E=K(c_{10}+c_{01})=-\frac{2K^2}{D}.$$
In the proof, `hout` supplies $c_{11}=0$, and `linear_combination` adds $K$ times each row. The converse uses equal amplitudes $t=-K/D$.

```lean
/-- With single excitations only, the linearised energy of the pair is twice `-K²/D`. -/
theorem pair_singles_energy {K D : ℝ} (hD : D ≠ 0) (E : ℝ) :
    IsLinearisedEnergy (pair K D) (0, 0) singles E ↔ E = 2 * (-K ^ 2 / D) := by
  constructor
  · rintro ⟨c, ⟨h0, hout, h⟩, rfl⟩
    obtain ⟨e00, e10, e01, -⟩ := pair_mulVec K D c
    have h1 := h (1, 0) (by simp)
    have h2 := h (0, 1) (by simp)
    have h3 := hout (1, 1) (by simp) (by simp)
    rw [e10, pair_reference, h0] at h1
    rw [e01, pair_reference, h0] at h2
    have hr : 2 * (-K ^ 2 / D) = -(2 * K ^ 2) / D := by ring
    rw [e00, hr, eq_div_iff hD]
    linear_combination K * h1 + K * h2 - 2 * K ^ 2 * h3
  · rintro rfl
    have hw := mul_inv_cancel₀ hD
    obtain ⟨t, ht⟩ : ∃ t, t = -K * D⁻¹ := ⟨_, rfl⟩
    have h1 : K + D * t = 0 := by rw [ht]; linear_combination (-K) * hw
    refine ⟨fun p => !![1, t; t, 0] p.1 p.2, ⟨rfl, ?_, ?_⟩, ?_⟩
    · rintro ⟨i, j⟩ h0 h1
      fin_cases i <;> fin_cases j <;> first | (simp at h0 h1; done) | rfl
    · intro i hi
      simp only [Set.mem_insert_iff, Set.mem_singleton_iff] at hi
      rcases hi with rfl | rfl
      · rw [(pair_mulVec K D _).2.1, pair_reference]
        change K * 1 + D * t + K * 0 = 0 * t
        linear_combination h1
      · rw [(pair_mulVec K D _).2.2.1, pair_reference]
        change K * 1 + D * t + K * 0 = 0 * t
        linear_combination h1
    · rw [(pair_mulVec K D _).1]
      change K * t + K * t = _
      rw [ht]
      ring
```

Q: Now admit the simultaneous excitation.

A: Write $s=c_{10}+c_{01}$ and $u=c_{11}$. The three equations are
$$K+Dc_{10}+Ku=0,\qquad K+Dc_{01}+Ku=0,\qquad Ks+2Du=0.$$
Multiply each of the first two by $KD$, add them, and subtract $K^2$ times the third:
$$2K^2D+KD^2s+2K^2Du-K^3s-2K^2Du=0.$$
The terms in $u$ cancel. Since $E=Ks$, what remains is $(D^2-K^2)E=-2K^2D$, and therefore
$$E=-\frac{2K^2D}{D^2-K^2}$$
when $D^2\neq K^2$. A solution is
$$c_{10}=c_{01}=-\frac{KD}{D^2-K^2},\qquad c_{11}=\frac{K^2}{D^2-K^2}.$$

The Lean proof performs the same elimination, with the same multipliers, in one `linear_combination`. For existence it names the two amplitudes `t` and `u`, proves the row equations `h1` and `h2`, and uses them for the three projections.

```lean
/-- With the simultaneous excitation included, the linearised energy of the pair is
`-2K²D/(D²-K²)`. -/
theorem pair_full_energy {K D : ℝ} (hne : D ^ 2 - K ^ 2 ≠ 0) (E : ℝ) :
    IsLinearisedEnergy (pair K D) (0, 0) full E ↔
      E = -(2 * K ^ 2 * D) / (D ^ 2 - K ^ 2) := by
  constructor
  · rintro ⟨c, ⟨h0, -, h⟩, rfl⟩
    obtain ⟨e00, e10, e01, e11⟩ := pair_mulVec K D c
    have h1 := h (1, 0) (by simp)
    have h2 := h (0, 1) (by simp)
    have h3 := h (1, 1) (by simp)
    rw [e10, pair_reference, h0] at h1
    rw [e01, pair_reference, h0] at h2
    rw [e11, pair_reference] at h3
    rw [e00, eq_div_iff hne]
    -- eliminate the amplitude of the simultaneous excitation
    linear_combination K * D * h1 + K * D * h2 - K ^ 2 * h3
  · rintro rfl
    have hw := mul_inv_cancel₀ hne
    obtain ⟨t, ht⟩ : ∃ t, t = -K * D * (D ^ 2 - K ^ 2)⁻¹ := ⟨_, rfl⟩
    obtain ⟨u, hu⟩ : ∃ u, u = K ^ 2 * (D ^ 2 - K ^ 2)⁻¹ := ⟨_, rfl⟩
    have h1 : K + D * t + K * u = 0 := by
      rw [ht, hu]; linear_combination (-K) * hw
    have h2 : K * t + K * t + 2 * D * u = 0 := by rw [ht, hu]; ring
    refine ⟨fun p => !![1, t; t, u] p.1 p.2, ⟨rfl, ?_, ?_⟩, ?_⟩
    · rintro ⟨i, j⟩ h0 h1
      fin_cases i <;> fin_cases j <;> simp at h0 h1
    · intro i hi
      simp only [Set.mem_insert_iff, Set.mem_singleton_iff] at hi
      rcases hi with rfl | rfl | rfl
      · rw [(pair_mulVec K D _).2.1, pair_reference]
        change K * 1 + D * t + K * u = 0 * t
        linear_combination h1
      · rw [(pair_mulVec K D _).2.2.1, pair_reference]
        change K * 1 + D * t + K * u = 0 * t
        linear_combination h1
      · rw [(pair_mulVec K D _).2.2.2, pair_reference]
        change K * t + K * t + 2 * D * u = 0 * u
        linear_combination h2
    · rw [(pair_mulVec K D _).1]
      change K * t + K * t = _
      rw [ht]
      ring
```

Q: The dimers still don't interact. Where does the extra energy come from?

A: From the term $Kc_{11}$ in the rows with one dimer excited. It describes the other dimer returning to its reference state. In the eigenvalue equation for a product state, the right-hand side $E\,c_{10}$ contains a matching contribution from that other dimer. Replacing $E$ by $H_{00}=0$ removes the match and leaves $Kc_{11}$ uncompensated.

Q: How large is the error?

A: Subtract twice the dimer energy:
$$-\frac{2K^2D}{D^2-K^2}+\frac{2K^2}{D}
=\frac{-2K^2D^2+2K^2(D^2-K^2)}{D(D^2-K^2)}
=-\frac{2K^4}{D(D^2-K^2)}.$$
For $K=1$ and $D=2$, twice the dimer energy is $-1$, while the pair gets $-4/3$.

The theorem assumes $D\neq0$ and $D^2\neq K^2$, and takes any `E₁` and `E₂` that satisfy the respective equations. It substitutes the values already found, and `field_simp` and `ring` do the subtraction.

```lean
/-- The energy of the pair in the full excitation space differs from twice the energy of one
dimer by `-2K⁴/(D(D²-K²))`. -/
theorem additivity_error {K D E₁ E₂ : ℝ} (hD : D ≠ 0) (hne : D ^ 2 - K ^ 2 ≠ 0)
    (h₁ : IsLinearisedEnergy (dimer K D) 0 {1} E₁)
    (h₂ : IsLinearisedEnergy (pair K D) (0, 0) full E₂) :
    E₂ - 2 * E₁ = -(2 * K ^ 4 / (D * (D ^ 2 - K ^ 2))) := by
  rw [(dimer_energy hD E₁).1 h₁, (pair_full_energy hne E₂).1 h₂]
  field_simp
  ring
```

Q: Where does $D>|K|$ enter? So far you have only needed nonzero denominators.

A: It fixes the sign. Physically, the excitation energy without coupling exceeds the coupling strength. This puts the model on one side of the pole at $D=|K|$, but not necessarily far from it: for fixed $K\neq0$ the error grows without bound as $D$ approaches $|K|$. Then $D>0$ and $D^2-K^2=(D-K)(D+K)>0$. With $K\neq0$, the error is strictly negative, so the pair lies below two separate dimers.

The main theorem combines the two energy equivalences with this strict inequality. In its proof, `nlinarith` obtains the positive gap from the product of the two factors, `positivity` handles the quotient, and `linarith` finishes.

```lean
/-- For `K ≠ 0` and `D > |K|`, the projected linear equations in the full excitation space give
the pair the energy `-2K²D/(D²-K²)`, strictly below twice the one-dimer energy `-K²/D`. -/
theorem full_space_not_additive {K D : ℝ} (hK : K ≠ 0) (hD : |K| < D) :
    (∀ E, IsLinearisedEnergy (dimer K D) 0 {1} E ↔ E = -K ^ 2 / D) ∧
    (∀ E, IsLinearisedEnergy (pair K D) (0, 0) full E ↔
      E = -(2 * K ^ 2 * D) / (D ^ 2 - K ^ 2)) ∧
    -(2 * K ^ 2 * D) / (D ^ 2 - K ^ 2) < 2 * (-K ^ 2 / D) := by
  have hpos : 0 < D := lt_of_le_of_lt (abs_nonneg K) hD
  obtain ⟨ha, hb⟩ := abs_lt.mp hD
  have hgap : 0 < D ^ 2 - K ^ 2 := by
    nlinarith [mul_pos (sub_pos.2 hb) (by linarith : 0 < D + K)]
  refine ⟨dimer_energy hpos.ne', pair_full_energy hgap.ne', ?_⟩
  have herr := additivity_error hpos.ne' hgap.ne'
    ((dimer_energy (K := K) hpos.ne' _).2 rfl) ((pair_full_energy hgap.ne' _).2 rfl)
  have hquot : 0 < 2 * K ^ 4 / (D * (D ^ 2 - K ^ 2)) := by positivity
  linarith
```

Q: I would have derived the equations from $e^{-T}He^{T}$. Show me that version.

A: Let $\tau$ take a dimer from state 0 to state 1; the file calls it `raise`. The cluster operator is
$$T=a\,\tau\otimes1+b\,1\otimes\tau+z\,\tau\otimes\tau,$$
and the transformed Hamiltonian is kept to first order in $T$, as $H+[H,T]$.

```lean
/-- The operator that excites one dimer. -/
def raise : Matrix (Fin 2) (Fin 2) ℝ := !![0, 0; 1, 0]

/-- The cluster operator with single amplitudes `a`, `b` and simultaneous amplitude `z`. -/
def cluster (a b z : ℝ) : Matrix (Fin 2 × Fin 2) (Fin 2 × Fin 2) ℝ :=
  a • (raise ⊗ₖ 1) + b • (1 ⊗ₖ raise) + z • (raise ⊗ₖ raise)

/-- The similarity-transformed pair Hamiltonian to first order, `H + [H, T]`. -/
def transformed (K D a b z : ℝ) : Matrix (Fin 2 × Fin 2) (Fin 2 × Fin 2) ℝ :=
  pair K D + (pair K D * cluster a b z - cluster a b z * pair K D)
```

Q: And its action on the reference?

A: The product $HT|00\rangle$ has the $(1,1)$ component $K(a+b)+2Dz$. But $H|00\rangle=K|10\rangle+K|01\rangle$, so $TH|00\rangle=K(a+b)|11\rangle$. The commutator subtracts exactly the source term, and the column of $H+[H,T]$ is
$$\begin{aligned}
(0,0)&:\ K(a+b), & (1,0)&:\ K+Da+Kz,\\
(0,1)&:\ K+Db+Kz, & (1,1)&:\ 2Dz.
\end{aligned}$$

```lean
/-- The components of `H + [H, T]` applied to the reference state. -/
theorem transformed_column (K D a b z : ℝ) :
    transformed K D a b z (0, 0) (0, 0) = K * (a + b) ∧
    transformed K D a b z (1, 0) (0, 0) = K + D * a + K * z ∧
    transformed K D a b z (0, 1) (0, 0) = K + D * b + K * z ∧
    transformed K D a b z (1, 1) (0, 0) = 2 * D * z := by
  refine ⟨?_, ?_, ?_, ?_⟩ <;>
    simp [transformed, pair, dimer, cluster, raise, Matrix.mul_apply,
      Fintype.sum_prod_type, Fin.sum_univ_two, Matrix.one_apply] <;> ring
```

Q: So $z=0$ if $D\neq0$, and the rest is two dimer equations.

A: Yes: $a=b=-K/D$ and $E=K(a+b)=-2K^2/D$. The last theorem states this as an equivalence too, with all three excited components set to zero. Its proof first derives `hz`, the vanishing of $z$, and then combines the other two rows as before. The converse inserts the amplitudes just given.

```lean
/-- If the equations are linearised through the commutator `[H, T]`, the energy of the pair in
the full excitation space is twice `-K²/D`. -/
theorem commutator_form_additive {K D : ℝ} (hD : D ≠ 0) (E : ℝ) :
    (∃ a b z, (∀ i ∈ full, transformed K D a b z i (0, 0) = 0) ∧
      transformed K D a b z (0, 0) (0, 0) = E) ↔ E = 2 * (-K ^ 2 / D) := by
  constructor
  · rintro ⟨a, b, z, h, rfl⟩
    obtain ⟨e00, e10, e01, e11⟩ := transformed_column K D a b z
    have h1 := e10.symm.trans (h (1, 0) (by simp))
    have h2 := e01.symm.trans (h (0, 1) (by simp))
    have h3 := e11.symm.trans (h (1, 1) (by simp))
    -- the commutator removes the source of the simultaneous amplitude
    have hz : z = 0 := (mul_eq_zero.mp h3).resolve_left (mul_ne_zero two_ne_zero hD)
    have hr : 2 * (-K ^ 2 / D) = -(2 * K ^ 2) / D := by ring
    rw [e00, hr, eq_div_iff hD]
    linear_combination K * h1 + K * h2 - 2 * K ^ 2 * hz
  · rintro rfl
    have hw := mul_inv_cancel₀ hD
    obtain ⟨e00, e10, e01, e11⟩ := transformed_column K D (-K * D⁻¹) (-K * D⁻¹) 0
    refine ⟨-K * D⁻¹, -K * D⁻¹, 0, ?_, ?_⟩
    · intro i hi
      simp only [Set.mem_insert_iff, Set.mem_singleton_iff] at hi
      rcases hi with rfl | rfl | rfl
      · rw [e10]; linear_combination (-K) * hw
      · rw [e01]; linear_combination (-K) * hw
      · rw [e11]; ring
    · rw [e00]; ring

end

end LinearisedClusterAdditivity
```

```lean
#print axioms LinearisedClusterAdditivity.pair_singles_energy
#print axioms LinearisedClusterAdditivity.pair_full_energy
#print axioms LinearisedClusterAdditivity.full_space_not_additive
#print axioms LinearisedClusterAdditivity.commutator_form_additive
```

```
'LinearisedClusterAdditivity.pair_singles_energy' depends on axioms: [propext, Classical.choice, Quot.sound]
'LinearisedClusterAdditivity.pair_full_energy' depends on axioms: [propext, Classical.choice, Quot.sound]
'LinearisedClusterAdditivity.full_space_not_additive' depends on axioms: [propext, Classical.choice, Quot.sound]
'LinearisedClusterAdditivity.commutator_form_additive' depends on axioms: [propext, Classical.choice, Quot.sound]
```

Q: I had taken the two forms to be the same method.

A: That is the trap in this derivation. With only one dimer excited at a time, they do give the same equations, because $TH|00\rangle$ lies entirely along $(1,1)$ and the projection never sees it. Someone who checks the agreement there and then enlarges the space can drop $TH$ without noticing, and may then attribute the resulting error to linearisation in general.

Q: Then what may I conclude for electronic structure?

A: That, in this model of two identical, non-interacting two-level systems, a larger excitation space can spoil the size consistency of a projected linear method. The enlargement alone is not to blame, since the commutator form uses the same space and remains additive. The theorems don't cover interacting fragments, more than two dimers, or orbitals and antisymmetry; $K$ and $D$ are given parameters, not quantities computed from a molecule.
